# Every fragment density matrix with occupations between 0 and 1 is a block of a determinant's density matrix

## Densities, fragment and bath

Let the fragment have $n$ orthonormal spin orbitals, and the bath another $n$. The one-particle density matrix of a determinant with $N$ electrons is a Hermitian idempotent $D$ of trace $N$. If the occupied orbitals are the columns of $C$, with $C^\dagger C=1$, then $D=CC^\dagger$.

The fragment block is a complex matrix $A$ with $A\ge 0$ and $1-A\ge 0$, where $\ge 0$ means positive semidefinite. Its eigenvectors are the fragment's natural orbitals, and its eigenvalues $d_i$ are their occupations. The first condition says that no occupation is negative; the second expresses the Pauli principle, that no spin orbital holds more than one electron. Fractional $d_i$ are not by themselves a sign of correlation: a determinant with a single electron, in an orbital shared between fragment and bath, already gives one.

In self-consistent density matrix embedding theory (DMET), a mean-field density is fitted to a correlated one; one choice is to match the fragment block. The result shows that idempotency alone does not obstruct an exact fit of one fragment block, provided that the bath has $n$ orbitals, the determinant has $n$ electrons, and the rest of its density matrix may be chosen freely.

## The matching determinant

**Claim.** There is a Hermitian $R$ such that
$$D=\begin{pmatrix}A&R\\R&1-A\end{pmatrix}$$
is the density matrix of an $n$-electron determinant.

Write $A=U\,\mathrm{diag}(d_i)\,U^\dagger$ with $U$ unitary. Since $U^\dagger AU$ and $U^\dagger(1-A)U$ are diagonal and positive semidefinite, $0\le d_i\le 1$. Define
$$X=U\,\mathrm{diag}(\sqrt{d_i})\,U^\dagger,\qquad Y=U\,\mathrm{diag}(\sqrt{1-d_i})\,U^\dagger .$$
Both are Hermitian, they commute, and $X^2=A$, $Y^2=1-A$. Stack $X$ over $Y$ to form $C$. Then $C^\dagger C=X^2+Y^2=1$, and
$$CC^\dagger=\begin{pmatrix}X^2&XY\\YX&Y^2\end{pmatrix}=\begin{pmatrix}A&R\\R&1-A\end{pmatrix},\qquad R=XY.$$
Here $R^\dagger=YX=XY=R$. Finally, $D^\dagger=D$, $D^2=C(C^\dagger C)C^\dagger=D$ and $\mathrm{tr}\,D=\mathrm{tr}\,C^\dagger C=n$.

## Coherence, bounds and bath size

Multiplying out $D^2=D$, the diagonal blocks both give $R^2=A-A^2$, and the off-diagonal blocks both give $AR=RA$. These conditions are therefore equivalent to idempotency.

Conversely, let $D$ be any Hermitian idempotent, with a bath of any size. Then $D=D^\dagger D\ge0$, and likewise $1-D\ge0$. Their fragment blocks inherit positivity.

For a general bath of $m$ orbitals with off-diagonal blocks $B$ and $B'$, the fragment block of $D^2=D$ gives $A-A^2=BB'$, whose rank is at most $m$. If $A-A^2$ is invertible, so that no occupation is 0 or 1, then $m\ge n$.

## A spin orbital with two electrons

Take $n=1$ and $A=2$, so that $1-A=-1$ violates the upper bound. Idempotency would require $R^2=2-4=-2$, but a Hermitian $1\times1$ matrix $R$ is a real number, whose square is not negative. By the converse above, a larger bath does not help. The occupation 2 of a doubly occupied spatial orbital is a different matter: it is the sum of the occupations 1 of two spin orbitals.

## The statement in Lean

In `exists_matching_determinant`, `n` is a finite index type and `Fintype.card n` is the number of orbitals. `PosSemidef` includes Hermiticity. `fromBlocks A R R (1 - A)` is the matrix on fragment plus bath, indexed by `n ⊕ n`, and `IsDeterminantDensity` collects Hermiticity, idempotency and trace.

The determinant enters only through its density matrix. No Hamiltonian appears, so the theorem does not say that a DMET correlation potential produces this $D$, nor does it treat several fragments fitted at once.

The construction gives every natural orbital of the fragment a bath partner. Natural orbitals with occupation 0 or 1 do not need one, since their coherence with the bath vanishes. The partner of an empty orbital is full, so leaving it out lowers the electron number by one.

```lean
import Mathlib

open Matrix
open scoped ComplexOrder

namespace DMETDensityMatching

noncomputable section

variable {n m k : Type*} [Fintype n] [DecidableEq n] [Fintype m]
  [Fintype k] [DecidableEq k]

/-- The one-particle density matrix of a determinant with `N` electrons:
a Hermitian idempotent of trace `N`. -/
def IsDeterminantDensity (D : Matrix m m ℂ) (N : ℕ) : Prop :=
  D.IsHermitian ∧ D * D = D ∧ D.trace = (N : ℂ)

/-- The one-particle operator `U diag(f) Uᴴ`, with real values `f` on the orbitals that are
the columns of `U`. -/
def orbitalOp (U : Matrix n n ℂ) (f : n → ℝ) : Matrix n n ℂ :=
  U * diagonal (fun i => (f i : ℂ)) * Uᴴ

/-- Operators diagonal in the same orthonormal orbitals multiply value by value. -/
theorem orbitalOp_mul {U : Matrix n n ℂ} (hU : Uᴴ * U = 1) (f g : n → ℝ) :
    orbitalOp U f * orbitalOp U g = orbitalOp U (fun i => f i * g i) := by
  have hd : diagonal (fun i => (f i : ℂ)) * diagonal (fun i => (g i : ℂ))
      = diagonal (fun i => ((f i * g i : ℝ) : ℂ)) := by
    rw [diagonal_mul_diagonal]
    congr 1
    funext i
    push_cast
    rfl
  unfold orbitalOp
  rw [← hd]
  calc U * diagonal (fun i => (f i : ℂ)) * Uᴴ * (U * diagonal (fun i => (g i : ℂ)) * Uᴴ)
      = U * diagonal (fun i => (f i : ℂ)) * (Uᴴ * U) * diagonal (fun i => (g i : ℂ)) * Uᴴ := by
        simp only [Matrix.mul_assoc]
    _ = U * (diagonal (fun i => (f i : ℂ)) * diagonal (fun i => (g i : ℂ))) * Uᴴ := by
        rw [hU, Matrix.mul_one]
        simp only [Matrix.mul_assoc]

/-- The hole density has the values `1 - f` on the same orbitals. -/
theorem orbitalOp_hole {U : Matrix n n ℂ} (hU : U * Uᴴ = 1) (f : n → ℝ) :
    orbitalOp U (fun i => 1 - f i) = 1 - orbitalOp U f := by
  have hd : diagonal (fun i => ((1 - f i : ℝ) : ℂ))
      = (1 : Matrix n n ℂ) - diagonal (fun i => (f i : ℂ)) := by
    ext i j
    by_cases h : i = j
    · subst h
      simp
    · simp [h]
  unfold orbitalOp
  rw [hd, Matrix.mul_sub, Matrix.sub_mul, Matrix.mul_one, hU]

/-- If an operator diagonal in orthonormal orbitals is positive semidefinite, its values on
these orbitals are nonnegative. -/
theorem orbitalOp_nonneg {U : Matrix n n ℂ} (hU : Uᴴ * U = 1) {f : n → ℝ}
    (h : (orbitalOp U f).PosSemidef) (i : n) : 0 ≤ f i := by
  have p := h.conjTranspose_mul_mul_same U
  have e : Uᴴ * orbitalOp U f * U = diagonal (fun i => (f i : ℂ)) := by
    calc Uᴴ * orbitalOp U f * U
        = (Uᴴ * U) * diagonal (fun i => (f i : ℂ)) * (Uᴴ * U) := by
          unfold orbitalOp
          simp only [Matrix.mul_assoc]
      _ = diagonal (fun i => (f i : ℂ)) := by
          rw [hU, Matrix.one_mul, Matrix.mul_one]
  rw [e] at p
  have q := posSemidef_diagonal_iff.mp p i
  exact_mod_cast q

/-- A fragment density `A` and its hole density `1 - A`, both positive semidefinite, have
Hermitian square roots that commute with each other. -/
theorem commuting_roots {A : Matrix n n ℂ} (hA : A.PosSemidef) (hA' : (1 - A).PosSemidef) :
    ∃ X Y : Matrix n n ℂ, X.IsHermitian ∧ Y.IsHermitian ∧ X * Y = Y * X ∧
      X * X = A ∧ Y * Y = 1 - A := by
  -- natural orbitals and occupations of the fragment
  obtain ⟨U, d, hU, hU', hs⟩ : ∃ (U : Matrix n n ℂ) (d : n → ℝ),
      Uᴴ * U = 1 ∧ U * Uᴴ = 1 ∧ A = orbitalOp U d := by
    refine ⟨hA.1.eigenvectorUnitary, hA.1.eigenvalues,
      mem_unitaryGroup_iff'.mp hA.1.eigenvectorUnitary.2,
      mem_unitaryGroup_iff.mp hA.1.eigenvectorUnitary.2, ?_⟩
    have h := hA.1.spectral_theorem
    rw [Unitary.conjStarAlgAut_apply] at h
    exact h
  subst hs
  rw [← orbitalOp_hole hU'] at hA' ⊢
  have h0 := orbitalOp_nonneg hU hA
  have h1 := orbitalOp_nonneg hU hA'
  have herm : ∀ f : n → ℝ, (orbitalOp U f).IsHermitian := by
    intro f
    refine isHermitian_mul_mul_conjTranspose U ?_
    refine isHermitian_diagonal_of_self_adjoint _ ?_
    ext i
    simp
  refine ⟨orbitalOp U (fun i => √(d i)), orbitalOp U (fun i => √(1 - d i)),
    herm _, herm _, ?_, ?_, ?_⟩
  · rw [orbitalOp_mul hU, orbitalOp_mul hU]
    congr 1
    funext i
    ring
  · rw [orbitalOp_mul hU]
    congr 1
    funext i
    exact Real.mul_self_sqrt (h0 i)
  · rw [orbitalOp_mul hU]
    congr 1
    funext i
    exact Real.mul_self_sqrt (h1 i)

/-- Orthonormal occupied orbitals, the columns of `C`, give the density matrix `C Cᴴ` of a
determinant with one electron per orbital. -/
theorem density_of_orbitals {C : Matrix m k ℂ} (hC : Cᴴ * C = 1) :
    IsDeterminantDensity (C * Cᴴ) (Fintype.card k) := by
  refine ⟨isHermitian_mul_conjTranspose_self C, ?_, ?_⟩
  · calc C * Cᴴ * (C * Cᴴ) = C * (Cᴴ * C) * Cᴴ := by simp only [Matrix.mul_assoc]
      _ = C * Cᴴ := by rw [hC, Matrix.mul_one]
  · rw [trace_mul_comm, hC, trace_one]

/-- With bath block `1 - A` and fragment-bath coherence `R` in both off-diagonal blocks, the
density is idempotent exactly when `R² = A - A²` and `R` commutes with `A`. -/
theorem idempotent_iff_coherence (A R : Matrix n n ℂ) :
    fromBlocks A R R (1 - A) * fromBlocks A R R (1 - A) = fromBlocks A R R (1 - A) ↔
      R * R = A - A * A ∧ A * R = R * A := by
  rw [fromBlocks_multiply, fromBlocks_inj]
  constructor
  · rintro ⟨h1, h2, -, -⟩
    exact ⟨by linear_combination (norm := noncomm_ring) h1,
      by linear_combination (norm := noncomm_ring) h2⟩
  · rintro ⟨h1, h2⟩
    refine ⟨?_, ?_, ?_, ?_⟩
    · linear_combination (norm := noncomm_ring) h1
    · linear_combination (norm := noncomm_ring) h2
    · linear_combination (norm := noncomm_ring) -h2
    · linear_combination (norm := noncomm_ring) h1

/-- For a fragment density `A` with `A` and `1 - A` positive semidefinite there are orthonormal
orbitals on fragment plus bath, as many as the fragment has, whose density has fragment block
`A`, bath block `1 - A` and a Hermitian coherence `R`. -/
theorem matching_orbitals {A : Matrix n n ℂ} (hA : A.PosSemidef) (hA' : (1 - A).PosSemidef) :
    ∃ (R : Matrix n n ℂ) (C : Matrix (n ⊕ n) n ℂ), R.IsHermitian ∧ Cᴴ * C = 1 ∧
      C * Cᴴ = fromBlocks A R R (1 - A) := by
  obtain ⟨X, Y, hX, hY, hXY, hXX, hYY⟩ := commuting_roots hA hA'
  -- fragment amplitudes X stacked over bath amplitudes Y
  refine ⟨X * Y, fromRows X Y, ?_, ?_, ?_⟩
  · change (X * Y)ᴴ = X * Y
    rw [conjTranspose_mul, hX.eq, hY.eq, hXY]
  · rw [conjTranspose_fromRows_eq_fromCols_conjTranspose, fromCols_mul_fromRows,
      hX.eq, hY.eq, hXX, hYY]
    abel
  · rw [conjTranspose_fromRows_eq_fromCols_conjTranspose, fromRows_mul_fromCols,
      hX.eq, hY.eq, hXX, hYY, ← hXY]

/-- Every fragment density `A` on `n` orbitals with `A` and `1 - A` positive semidefinite is the
fragment block of an `n`-electron determinant with `n` bath orbitals, bath block `1 - A` and
Hermitian coherence `R`. -/
theorem exists_matching_determinant {A : Matrix n n ℂ} (hA : A.PosSemidef)
    (hA' : (1 - A).PosSemidef) :
    ∃ R : Matrix n n ℂ, R.IsHermitian ∧
      IsDeterminantDensity (fromBlocks A R R (1 - A)) (Fintype.card n) := by
  obtain ⟨R, C, hR, hC, hD⟩ := matching_orbitals hA hA'
  refine ⟨R, hR, ?_⟩
  rw [← hD]
  exact density_of_orbitals hC

/-- Conversely, for a bath of any size, the fragment block `A` of a Hermitian idempotent density
has both `A` and `1 - A` positive semidefinite. -/
theorem fragment_block_bounds [DecidableEq m] {D : Matrix (n ⊕ m) (n ⊕ m) ℂ}
    (hD : D.IsHermitian)
    (hDD : D * D = D) : D.toBlocks₁₁.PosSemidef ∧ (1 - D.toBlocks₁₁).PosSemidef := by
  -- a Hermitian idempotent E equals Eᴴ E
  have pos : ∀ E : Matrix (n ⊕ m) (n ⊕ m) ℂ, E.IsHermitian → E * E = E → E.PosSemidef := by
    intro E hE hEE
    have h := posSemidef_conjTranspose_mul_self E
    rwa [hE.eq, hEE] at h
  refine ⟨(pos D hD hDD).submatrix Sum.inl, ?_⟩
  have h := (pos (1 - D) (isHermitian_one.sub hD)
    (by linear_combination (norm := noncomm_ring) hDD)).submatrix (Sum.inl : n → n ⊕ m)
  have e : (1 - D).submatrix (Sum.inl : n → n ⊕ m) Sum.inl = 1 - D.toBlocks₁₁ := by
    ext i j
    simp [toBlocks₁₁, Matrix.one_apply]
  rwa [e] at h

/-- If `A - A²` is invertible, an idempotent density with fragment block `A` needs at least as
many bath orbitals as the fragment has orbitals. -/
theorem bath_size_ge {A : Matrix n n ℂ} {B : Matrix n m ℂ} {B' : Matrix m n ℂ}
    {C : Matrix m m ℂ} (hD : fromBlocks A B B' C * fromBlocks A B B' C = fromBlocks A B B' C)
    (hA : IsUnit (A - A * A)) : Fintype.card n ≤ Fintype.card m := by
  rw [fromBlocks_multiply, fromBlocks_inj] at hD
  -- A - A² factors through the bath
  have h : A - A * A = B * B' := sub_eq_of_eq_add' hD.1.symm
  calc Fintype.card n = (A - A * A).rank := (rank_of_isUnit _ hA).symm
    _ = (B * B').rank := by rw [h]
    _ ≤ B.rank := rank_mul_le_left B B'
    _ ≤ Fintype.card m := rank_le_card_width B

end

end DMETDensityMatching
```

```lean
#print axioms DMETDensityMatching.idempotent_iff_coherence
#print axioms DMETDensityMatching.exists_matching_determinant
#print axioms DMETDensityMatching.fragment_block_bounds
#print axioms DMETDensityMatching.bath_size_ge
```

```
'DMETDensityMatching.idempotent_iff_coherence' depends on axioms: [propext, Classical.choice, Quot.sound]
'DMETDensityMatching.exists_matching_determinant' depends on axioms: [propext, Classical.choice, Quot.sound]
'DMETDensityMatching.fragment_block_bounds' depends on axioms: [propext, Classical.choice, Quot.sound]
'DMETDensityMatching.bath_size_ge' depends on axioms: [propext, Classical.choice, Quot.sound]
```

## How the proof follows the derivation

`orbitalOp U f` is $U\,\mathrm{diag}(f)\,U^\dagger$. Three lemmas reduce matrix statements to numbers: `orbitalOp_mul` multiplies values, `orbitalOp_hole` turns $f$ into $1-f$, and `orbitalOp_nonneg` extracts $f_i\ge0$ from positivity.

`commuting_roots` diagonalises $A$ with `spectral_theorem` and builds $X$ and $Y$. Commutation becomes commutativity of real numbers, settled by `ring`; the squares follow from `Real.mul_self_sqrt`, which uses the occupation bounds.

`matching_orbitals` stacks the roots with `fromRows X Y` and computes both products. `density_of_orbitals` supplies idempotency and, by cyclicity, the trace. The main theorem combines the two.

In `idempotent_iff_coherence`, `fromBlocks_inj` splits the matrix equation into four, and `linear_combination` with `noncomm_ring` handles each without assuming that matrices commute. `fragment_block_bounds` restricts $D$ and $1-D$ to the fragment by `submatrix`. `bath_size_ge` is the rank argument; there `C` denotes the bath block, not the orbitals, and Hermiticity is not needed.
